# Mesh error of the drift-diffusion current over a convex barrier

## Choosing the mesh spacing

In a one-dimensional drift-diffusion calculation, the potential is often stored at mesh nodes and joined by straight lines, so a spacing $h$ must be chosen. Measure the potential energy in units of the thermal energy. For a convex barrier whose curvature is then at most $M>0$, the choice $h\le\sqrt{8\eta/M}$ keeps the relative error of the current from this interpolation below a tolerance $\eta>0$. The setting is steady flow at uniform temperature with constant diffusivity, a mobility given by the Einstein relation, fixed carrier densities at the two ends, and no generation or recombination.

## From the flux equation to the current

Let $U(t)$ be the potential energy in units of the thermal energy at position $t\in[0,L]$, $\rho$ the carrier density and $D$ the diffusivity. The constant particle flux is $J=-D(\rho'+\rho U')$. Multiplying by $e^U$ gives $Je^{U}=-D(\rho e^{U})'$, and integrating over $[0,L]$ gives

$$J=\frac{C}{\int_0^L e^{U}\,dt},\qquad C=D\left(\rho(0)e^{U(0)}-\rho(L)e^{U(L)}\right).$$

The interpolant $U_h$ agrees with $U$ at both ends, so fixed boundary densities give the same $C$. Let $J_h$ be the current with $U_h$ in the integral.

For electrons in a medium of constant permittivity, Poisson's equation makes $U''$ proportional to the net charge density. The condition $0\le U''\le M$ then describes a region of bounded, non-negative charge, such as an n-type depletion layer.

## The bounds and their Lean form

If $0\le U''\le M$, $C\ge0$ and no cell is longer than $h$, then

$$e^{-Mh^2/8}J\le J_h\le J.$$

For convex $U$ and $C\ge0$, adding nodes never decreases $J_h$. If $C<0$, the flow is reversed and the same statements hold for $|J|$ and $|J_h|$.

In Lean, `current C L V` is the particle flux $C/\int_0^L e^V$, not an electric current. `IsMesh L n x` says that $x_0=0<\dots<x_n=L$; later values of the sequence `x` play no role. `interpolant U x n` is $U_h$, written as $U(x_0)$ plus a sum of cell slopes times the lengths already crossed. `U'` and `U''` are separate functions, tied to `U` by `HasDerivWithinAt`, which means one-sided derivatives at the ends. Continuity of `U''` is not required.

`flux_eq_current` assumes the flux equation and a differentiable potential. Since $U_h$ may have kinks, its current is defined by the same formula. The nodal potentials are taken as exact here, so the bounds do not cover errors in their computed values.

## Chords above a convex barrier

On a cell $[a,b]$ write $t=wa+vb$, with $w=(b-t)/(b-a)$ and $v=(t-a)/(b-a)$. The chord is $\ell(t)=wU(a)+vU(b)$, and convexity gives $U(t)\le\ell(t)$.

The function $Mt^2/2-U$ is convex too, since its second derivative is $M-U''\ge0$. The same inequality for it rearranges to

$$\ell(t)-U(t)\le\tfrac M2(wa^2+vb^2-t^2)=\tfrac M2(t-a)(b-t)\le\tfrac{M(b-a)^2}{8}\le\tfrac{Mh^2}{8}.$$

Hence $U\le U_h\le U+Mh^2/8$ on $[0,L]$, and so

$$\int_0^L e^U dt\le\int_0^L e^{U_h}dt\le e^{Mh^2/8}\int_0^L e^U dt.$$

Dividing $C$ by these integrals gives both bounds.

For a refinement, let the fine cell $[c,d]$ lie inside the coarse cell $[a,b]$ with chord $\ell$. For $t=wc+vd$, with weights now taken on $[c,d]$, the fine chord is
$$wU(c)+vU(d)\le w\ell(c)+v\ell(d)=\ell(t).$$
The interpolated barrier drops or stays put everywhere, so for $C\ge0$ the current cannot decrease.

## A parabola on one and two cells

Take $U=t^2$, $L=1$, $M=2$. Integrating the power series gives $\int_0^1e^{t^2}dt\approx1.4627$.

- One cell: $U_h=t$ and $\int_0^1 e^t dt=e-1\approx1.7183$, so $J_h/J\approx0.851$. The lower bound is $e^{-1/4}\approx0.779$.
- Two equal cells: the slopes are $\tfrac12$ and $\tfrac32$, and the integral is $2(e^{1/4}-1)+\tfrac23(e-e^{1/4})\approx1.5242$. So $J_h/J\approx0.960$, with lower bound $e^{-1/16}\approx0.939$.

## Concave barriers

If instead $-M\le U''\le0$, the chords lie below $U$ by at most $Mh^2/8$. The same argument, given here without a formal proof, yields $J\le J_h\le e^{Mh^2/8}J$.

## The complete Lean file

```lean
import Mathlib

open Set

namespace BarrierCurrentMesh

noncomputable section

/-- The current `C / ∫ exp V` over a barrier `V` (in units of the thermal energy) of width `L`;
the domain is `L > 0` with `exp V` integrable on `[0, L]`. -/
def current (C L : ℝ) (V : ℝ → ℝ) : ℝ := C / ∫ t in (0 : ℝ)..L, Real.exp (V t)

/-- The straight line through the points of the graph of `U` at `a` and `b`, for `a ≠ b`. -/
def chord (U : ℝ → ℝ) (a b t : ℝ) : ℝ := U a + (U b - U a) / (b - a) * (t - a)

/-- The numbers `x 0 < x 1 < ... < x n` are the nodes of a mesh of `[0, L]`. -/
structure IsMesh (L : ℝ) (n : ℕ) (x : ℕ → ℝ) : Prop where
  first : x 0 = 0
  last : x n = L
  strict : StrictMonoOn x (Iic n)

/-- The piecewise-linear interpolant of `U` on the distinct nodes `x 0 < ... < x n`: each cell
contributes its slope times the length of the part of it that lies to the left of `t`. -/
def interpolant (U : ℝ → ℝ) (x : ℕ → ℝ) (n : ℕ) : ℝ → ℝ := fun t =>
  U (x 0) + ∑ i ∈ Finset.range n,
    (U (x (i + 1)) - U (x i)) / (x (i + 1) - x i) * (min (max t (x i)) (x (i + 1)) - x i)

/-- A constant drift-diffusion flux `J = -D (ρ' + ρ U')` through a barrier of width `L > 0` is the
barrier current, with `C` fixed by the densities and potentials at the two ends. -/
theorem flux_eq_current {U U' ρ ρ' : ℝ → ℝ} {D J L : ℝ} (hL : 0 < L)
    (hU : ∀ t ∈ Icc 0 L, HasDerivWithinAt U (U' t) (Icc 0 L) t)
    (hρ : ∀ t ∈ Icc 0 L, HasDerivWithinAt ρ (ρ' t) (Icc 0 L) t)
    (hJ : ∀ t ∈ Icc 0 L, J = -(D * (ρ' t + ρ t * U' t))) :
    J = current (D * (ρ 0 * Real.exp (U 0) - ρ L * Real.exp (U L))) L U := by
  have hcU : ContinuousOn U (Icc 0 L) := fun t ht => (hU t ht).continuousWithinAt
  have hcρ : ContinuousOn ρ (Icc 0 L) := fun t ht => (hρ t ht).continuousWithinAt
  have hint := ContinuousOn.intervalIntegrable_of_Icc (μ := MeasureTheory.volume) hL.le hcU.rexp
  have hpos : 0 < ∫ t in (0 : ℝ)..L, Real.exp (U t) :=
    intervalIntegral.intervalIntegral_pos_of_pos_on hint (fun t _ => Real.exp_pos _) hL
  -- the integrating factor `exp U` turns the flux equation into a total derivative
  have key : ∫ t in (0 : ℝ)..L, -J * Real.exp (U t) =
      D * (ρ L * Real.exp (U L)) - D * (ρ 0 * Real.exp (U 0)) := by
    refine intervalIntegral.integral_eq_sub_of_hasDerivAt_of_le
      (f := fun s => D * (ρ s * Real.exp (U s))) hL.le
      (continuousOn_const.mul (hcρ.mul hcU.rexp)) (fun t ht => ?_) (hint.const_mul (-J))
    have hm := Icc_mem_nhds ht.1 ht.2
    have ht' := Ioo_subset_Icc_self ht
    exact ((((hρ t ht').hasDerivAt hm).fun_mul ((hU t ht').hasDerivAt hm).exp).const_mul
      D).congr_deriv (by linear_combination Real.exp (U t) * hJ t ht')
  rw [intervalIntegral.integral_const_mul] at key
  rw [current, eq_div_iff hpos.ne']
  linear_combination -key

/-- Raising a continuous barrier on `[0, L]` to another continuous one never increases the current,
for `L > 0` and `C ≥ 0`. -/
theorem current_antitone {V W : ℝ → ℝ} {C L : ℝ} (hL : 0 < L) (hC : 0 ≤ C)
    (hV : ContinuousOn V (Icc 0 L)) (hW : ContinuousOn W (Icc 0 L))
    (h : ∀ t ∈ Icc 0 L, V t ≤ W t) : current C L W ≤ current C L V := by
  have iV := ContinuousOn.intervalIntegrable_of_Icc (μ := MeasureTheory.volume) hL.le hV.rexp
  have iW := ContinuousOn.intervalIntegrable_of_Icc (μ := MeasureTheory.volume) hL.le hW.rexp
  exact div_le_div_of_nonneg_left hC
    (intervalIntegral.intervalIntegral_pos_of_pos_on iV (fun t _ => Real.exp_pos _) hL)
    (intervalIntegral.integral_mono_on hL.le iV iW fun t ht => Real.exp_le_exp.2 (h t ht))

/-- At a point `t` of `[a, b]`, `a < b`, the chord of every function is the weighted mean of its two
end values with the same weights, those that give `t` as the mean of `a` and `b`. -/
theorem chord_weights {a b t : ℝ} (hab : a < b) (hat : a ≤ t) (htb : t ≤ b) :
    ∃ w v : ℝ, 0 ≤ w ∧ 0 ≤ v ∧ w + v = 1 ∧ w * a + v * b = t ∧
      ∀ f : ℝ → ℝ, chord f a b t = w * f a + v * f b := by
  have hd : b - a ≠ 0 := (sub_pos.2 hab).ne'
  refine ⟨(b - t) / (b - a), (t - a) / (b - a),
    div_nonneg (sub_nonneg.2 htb) (sub_nonneg.2 hab.le),
    div_nonneg (sub_nonneg.2 hat) (sub_nonneg.2 hab.le), ?_, ?_, fun f => ?_⟩
  · rw [← add_div, div_eq_one_iff_eq hd]
    ring
  · rw [div_mul_eq_mul_div, div_mul_eq_mul_div, ← add_div, div_eq_iff hd]
    ring
  · have h1 : (b - t) / (b - a) = 1 - (t - a) / (b - a) := by
      rw [eq_sub_iff_add_eq, ← add_div, div_eq_one_iff_eq hd]
      ring
    rw [chord, h1]
    ring

/-- A convex potential lies below its chord between the end points of the chord. -/
theorem le_chord {f : ℝ → ℝ} {S : Set ℝ} {a b t : ℝ} (hf : ConvexOn ℝ S f) (ha : a ∈ S)
    (hb : b ∈ S) (hab : a < b) (hat : a ≤ t) (htb : t ≤ b) : f t ≤ chord f a b t := by
  obtain ⟨w, v, hw, hv, h1, h2, hc⟩ := chord_weights hab hat htb
  have h := hf.2 ha hb hw hv h1
  simp only [smul_eq_mul, h2] at h
  rw [hc]
  exact h

/-- If `M t² / 2 - U` is convex and `M ≥ 0`, a chord of `U` over a cell no longer than `h`
exceeds `U` by at most `M h² / 8` in that cell. -/
theorem chord_le_add {U : ℝ → ℝ} {S : Set ℝ} {a b t M h : ℝ}
    (hg : ConvexOn ℝ S (fun s => M / 2 * (s * s) - U s)) (hM : 0 ≤ M) (ha : a ∈ S) (hb : b ∈ S)
    (hab : a < b) (hat : a ≤ t) (htb : t ≤ b) (hh : b - a ≤ h) :
    chord U a b t ≤ U t + M * h ^ 2 / 8 := by
  have hl := le_chord hg ha hb hab hat htb
  obtain ⟨w, v, -, -, h1, h2, hc⟩ := chord_weights hab hat htb
  rw [hc] at hl ⊢
  have e : w * (a * a) + v * (b * b) - t * t = (t - a) * (b - t) := by
    linear_combination (a + b) * h2 - a * b * h1
  have q : (t - a) * (b - t) ≤ h ^ 2 / 4 := by
    nlinarith [sq_nonneg (2 * t - a - b), pow_le_pow_left₀ (sub_nonneg.2 hab.le) hh 2]
  have r := mul_le_mul_of_nonneg_left q (half_pos_le hM)
  rw [← e] at r
  linarith
where
  half_pos_le {M : ℝ} (hM : 0 ≤ M) : 0 ≤ M / 2 := by positivity

/-- At and beyond the last node the interpolant has the value of `U` at that node. -/
theorem interpolant_node {U : ℝ → ℝ} {x : ℕ → ℝ} {n : ℕ} {t : ℝ}
    (hx : StrictMonoOn x (Iic n)) (ht : x n ≤ t) : interpolant U x n t = U (x n) := by
  induction n with
  | zero => simp [interpolant]
  | succ k ih =>
    have hk : x k < x (k + 1) := hx (mem_Iic.2 (by omega)) (mem_Iic.2 le_rfl) (by omega)
    have ihk := ih (hx.mono (Iic_subset_Iic.2 (by omega))) (hk.le.trans ht)
    simp only [interpolant] at ihk
    simp only [interpolant, Finset.sum_range_succ]
    rw [← add_assoc, ihk, max_eq_left (hk.le.trans ht), min_eq_right ht,
      div_mul_cancel₀ _ (sub_pos.2 hk).ne']
    ring

/-- Every point of `[0, L)` lies in a mesh cell inside `[0, L]`, and there the interpolant is the
chord of `U` over that cell. -/
theorem interpolant_cell {L t : ℝ} {x : ℕ → ℝ} {n : ℕ} (hx : IsMesh L n x) (h0 : 0 ≤ t)
    (ht : t < L) (U : ℝ → ℝ) : ∃ i < n, x i ≤ t ∧ t < x (i + 1) ∧ x i ∈ Icc 0 L ∧
      x (i + 1) ∈ Icc 0 L ∧ interpolant U x n t = chord U (x i) (x (i + 1)) t := by
  have mono : ∀ i j, i ≤ j → j ≤ n → x i ≤ x j := fun i j hij hj =>
    hx.strict.monotoneOn (mem_Iic.2 (hij.trans hj)) (mem_Iic.2 hj) hij
  have mem : ∀ i ≤ n, x i ∈ Icc 0 L := fun i hi =>
    ⟨by linarith [mono 0 i (by omega) hi, hx.first], by linarith [mono i n hi le_rfl, hx.last]⟩
  -- add the cells one at a time; cells to the right of `t` contribute nothing
  have key : ∀ m ≤ n, t < x m → ∃ i < m, x i ≤ t ∧ t < x (i + 1) ∧
      interpolant U x m t = chord U (x i) (x (i + 1)) t := by
    intro m
    induction m with
    | zero => intro _ h; linarith [hx.first]
    | succ k ih =>
      intro hk h
      by_cases hc : t < x k
      · obtain ⟨i, hi, h1, h2, h3⟩ := ih (by omega) hc
        refine ⟨i, by omega, h1, h2, ?_⟩
        rw [← h3]
        simp only [interpolant, Finset.sum_range_succ]
        rw [max_eq_right hc.le, min_eq_left (mono k (k + 1) (by omega) hk)]
        ring
      · have hc' := not_lt.1 hc
        have hn := interpolant_node (U := U)
          (hx.strict.mono (Iic_subset_Iic.2 (by omega : k ≤ n))) hc'
        refine ⟨k, by omega, hc', h, ?_⟩
        simp only [interpolant] at hn
        simp only [interpolant, Finset.sum_range_succ, chord]
        rw [← add_assoc, hn, max_eq_left hc', min_eq_left h.le]
  obtain ⟨i, hi, h1, h2, h3⟩ := key n le_rfl (by rw [hx.last]; exact ht)
  exact ⟨i, hi, h1, h2, mem i hi.le, mem (i + 1) hi, h3⟩

/-- For `0 ≤ U'' ≤ M` on `[0, L]`, `L > 0`, `C ≥ 0` and mesh spacings at most `h`, the interpolated
barrier carries at most the exact current and at least `exp (-M h² / 8)` times it. -/
theorem current_mesh_error {U U' U'' : ℝ → ℝ} {C L M h : ℝ} {n : ℕ} {x : ℕ → ℝ}
    (hL : 0 < L) (hC : 0 ≤ C)
    (hU : ∀ t ∈ Icc 0 L, HasDerivWithinAt U (U' t) (Icc 0 L) t)
    (hU' : ∀ t ∈ Icc 0 L, HasDerivWithinAt U' (U'' t) (Icc 0 L) t)
    (hM : ∀ t ∈ Icc 0 L, 0 ≤ U'' t ∧ U'' t ≤ M)
    (hx : IsMesh L n x) (hh : ∀ i < n, x (i + 1) - x i ≤ h) :
    Real.exp (-(M * h ^ 2 / 8)) * current C L U ≤ current C L (interpolant U x n) ∧
      current C L (interpolant U x n) ≤ current C L U := by
  have hcU : ContinuousOn U (Icc 0 L) := fun t ht => (hU t ht).continuousWithinAt
  have hM0 : 0 ≤ M := (hM 0 ⟨le_rfl, hL.le⟩).1.trans (hM 0 ⟨le_rfl, hL.le⟩).2
  have d1 := fun t (ht : t ∈ interior (Icc 0 L)) =>
    (hU t (interior_subset ht)).mono interior_subset
  have d2 := fun t (ht : t ∈ interior (Icc 0 L)) =>
    (hU' t (interior_subset ht)).mono interior_subset
  -- the two curvature bounds as convexity of `U` and of `M t² / 2 - U`
  have c1 : ConvexOn ℝ (Icc 0 L) U := convexOn_of_hasDerivWithinAt2_nonneg (convex_Icc 0 L) hcU
    d1 d2 fun t ht => (hM t (interior_subset ht)).1
  have e1 : ∀ t ∈ interior (Icc 0 L), HasDerivWithinAt (fun s => M / 2 * (s * s) - U s)
      (M * t - U' t) (interior (Icc 0 L)) t := fun t ht =>
    ((((hasDerivAt_id' t).fun_mul (hasDerivAt_id' t)).const_mul
      (M / 2)).hasDerivWithinAt.fun_sub (d1 t ht)).congr_deriv (by ring)
  have e2 : ∀ t ∈ interior (Icc 0 L), HasDerivWithinAt (fun s => M * s - U' s)
      (M - U'' t) (interior (Icc 0 L)) t := fun t ht =>
    (((hasDerivAt_id' t).const_mul M).hasDerivWithinAt.fun_sub (d2 t ht)).congr_deriv (by ring)
  have c2 : ConvexOn ℝ (Icc 0 L) (fun s => M / 2 * (s * s) - U s) :=
    convexOn_of_hasDerivWithinAt2_nonneg (convex_Icc 0 L)
      ((Continuous.continuousOn (by fun_prop)).sub hcU) e1 e2
      fun t ht => sub_nonneg.2 (hM t (interior_subset ht)).2
  have hpt : ∀ t ∈ Icc 0 L, U t ≤ interpolant U x n t ∧
      interpolant U x n t ≤ U t + M * h ^ 2 / 8 := by
    intro t ht
    rcases ht.2.lt_or_eq with hlt | heq
    · obtain ⟨i, hi, h1, h2, ha, hb, hc⟩ := interpolant_cell hx ht.1 hlt U
      rw [hc]
      exact ⟨le_chord c1 ha hb (h1.trans_lt h2) h1 h2.le,
        chord_le_add c2 hM0 ha hb (h1.trans_lt h2) h1 h2.le (hh i hi)⟩
    · have hv : interpolant U x n t = U t := by
        rw [interpolant_node hx.strict (hx.last.trans heq.symm).le, hx.last, heq]
      have hδ : 0 ≤ M * h ^ 2 / 8 := by positivity
      rw [hv]
      exact ⟨le_rfl, by linarith⟩
  have hV : Continuous (interpolant U x n) := by
    unfold interpolant
    fun_prop
  -- a constant shift of the barrier is a Boltzmann factor in the current
  have shift : current C L (fun t => U t + M * h ^ 2 / 8) =
      Real.exp (-(M * h ^ 2 / 8)) * current C L U := by
    simp only [current, Real.exp_add, intervalIntegral.integral_mul_const, Real.exp_neg,
      div_eq_mul_inv, mul_inv]
    ring
  refine ⟨?_, current_antitone hL hC hcU hV.continuousOn fun t ht => (hpt t ht).1⟩
  rw [← shift]
  exact current_antitone hL hC hV.continuousOn (hcU.add continuousOn_const)
    fun t ht => (hpt t ht).2

/-- For a convex barrier, `L > 0` and `C ≥ 0`, passing to a mesh `y` that contains all nodes of the
mesh `x` never decreases the interpolated current. -/
theorem current_le_of_refinement {U : ℝ → ℝ} {C L : ℝ} {n m : ℕ} {x y : ℕ → ℝ}
    (hL : 0 < L) (hC : 0 ≤ C) (hU : ConvexOn ℝ (Icc 0 L) U)
    (hx : IsMesh L n x) (hy : IsMesh L m y) (hxy : ∀ i ≤ n, ∃ j ≤ m, y j = x i) :
    current C L (interpolant U x n) ≤ current C L (interpolant U y m) := by
  have hcont : ∀ (z : ℕ → ℝ) (k : ℕ), Continuous (interpolant U z k) := by
    intro z k
    unfold interpolant
    fun_prop
  refine current_antitone hL hC (hcont y m).continuousOn (hcont x n).continuousOn fun t ht => ?_
  rcases ht.2.lt_or_eq with hlt | heq
  · obtain ⟨i, hi, h1, h2, ha, hb, hcx⟩ := interpolant_cell hx ht.1 hlt U
    obtain ⟨j, hj, k1, k2, -, -, hcy⟩ := interpolant_cell hy ht.1 hlt U
    obtain ⟨p, hp, ep⟩ := hxy i hi.le
    obtain ⟨q, hq, eq⟩ := hxy (i + 1) hi
    have mono : ∀ k l, k ≤ l → l ≤ m → y k ≤ y l := fun k l hkl hl =>
      hy.strict.monotoneOn (mem_Iic.2 (hkl.trans hl)) (mem_Iic.2 hl) hkl
    -- the fine cell lies inside the coarse cell
    have hl : x i ≤ y j := by
      rcases Nat.lt_or_ge j p with hjp | hjp
      · linarith [mono (j + 1) p hjp hp]
      · linarith [mono p j hjp hj.le]
    have hr : y (j + 1) ≤ x (i + 1) := by
      rcases Nat.lt_or_ge j q with hjq | hjq
      · linarith [mono (j + 1) q hjq hq]
      · linarith [mono q j hjq hj.le]
    have hab := h1.trans_lt h2
    have A := le_chord hU ha hb hab hl (k1.trans h2.le)
    have B := le_chord hU ha hb hab (h1.trans k2.le) hr
    obtain ⟨w, v, hw, hv, s1, s2, hc⟩ := chord_weights (k1.trans_lt k2) k1 k2.le
    have aff : chord U (x i) (x (i + 1)) t = w * chord U (x i) (x (i + 1)) (y j) +
        v * chord U (x i) (x (i + 1)) (y (j + 1)) := by
      simp only [chord]
      generalize (U (x (i + 1)) - U (x i)) / (x (i + 1) - x i) = s
      linear_combination -(U (x i) - s * x i) * s1 - s * s2
    rw [hcx, hcy, hc, aff]
    exact add_le_add (mul_le_mul_of_nonneg_left A hw) (mul_le_mul_of_nonneg_left B hv)
  · rw [interpolant_node hx.strict (hx.last.trans heq.symm).le,
      interpolant_node hy.strict (hy.last.trans heq.symm).le, hx.last, hy.last]

end

end BarrierCurrentMesh
```

```lean
#print axioms BarrierCurrentMesh.flux_eq_current
-- 'BarrierCurrentMesh.flux_eq_current' depends on axioms: [propext, Classical.choice, Quot.sound]
#print axioms BarrierCurrentMesh.current_mesh_error
-- 'BarrierCurrentMesh.current_mesh_error' depends on axioms: [propext, Classical.choice, Quot.sound]
#print axioms BarrierCurrentMesh.current_le_of_refinement
-- 'BarrierCurrentMesh.current_le_of_refinement' depends on axioms: [propext, Classical.choice, Quot.sound]
```

## How the lemmas fit together

`flux_eq_current` applies the fundamental theorem of calculus to $D\rho e^U$. `current_antitone` compares the integrals of two barriers and divides the same $C\ge0$ by them. For fixed end densities, two barriers share the same $C$ when they agree at both ends, as $U$ and $U_h$ do.

`chord_weights` supplies one pair $w,v$ valid for every function, so `chord_le_add` can use it for both $U$ and $Mt^2/2-U$. There `e` is the identity for $(t-a)(b-t)$, and `nlinarith` bounds this product using $(2t-a-b)^2\ge0$.

`interpolant_node` and `interpolant_cell` use induction on the number of cells to show that the sum really is the chord on each cell. Cells are half-open there, so the later proofs treat $t=L$ separately.

In `current_mesh_error`, `c1` and `c2` turn the curvature bounds into convexity, and `hpt` collects the pointwise bounds on $U_h$. `shift` shows that adding $Mh^2/8$ to $U$ in the integral, with $C$ held fixed, multiplies the quotient by $e^{-Mh^2/8}$. This is only a step in the comparison: with fixed end densities, a uniform shift of the potential would change $C$ too and leave the physical current as it was. Two uses of `current_antitone` finish the proof.

In `current_le_of_refinement`, `hl` and `hr` place the fine cell inside the coarse one. `A` and `B` compare $U$ with the coarse chord at the fine cell's ends, and `aff` expresses that chord as a weighted mean of its values there.
